# Traced Berry curvature of a tensor-product band: each factor weighted by the rank of the other

In a nonmagnetic crystal without spin-orbit coupling, an electron's orbital state varies with crystal momentum, while its spin state can be chosen independent of it. More generally, two uncoupled subsystems may both depend on the same two parameters $x,y$. If one occupies a band with projector $P(x,y)$ and the other a band with projector $Q(x,y)$, the composite band has projector $R=P\otimes Q$. How does its Berry curvature follow from those of the parts?

Write $P_x=\partial_xP$, $P_y=\partial_yP$, and define the traced curvature

$$F_P=\operatorname{tr}\bigl(P\,[P_x,P_y]\bigr).$$

For idempotent matrix families with entrywise partial derivatives at the point considered,

$$F_{P\otimes Q}=\operatorname{tr}(Q)\,F_P+\operatorname{tr}(P)\,F_Q .$$

The trace of an idempotent matrix is its rank, so each curvature is multiplied by the number of states in the other band.

## Spin degeneracy and composite test models

A code that computes spinless bands and doubles the curvature to account for spin uses the case $Q=\mathbb 1_2$: then $F_Q=0$, $\operatorname{tr}Q=2$ and $F_R=2F_P$. This holds for non-interacting electrons whose spin is decoupled from the orbital motion.

The identity also supplies test cases for a multiband curvature routine. Take two small models with known curvature, form the Kronecker product of their projectors, and compare the output with the weighted sum. If the derivatives come from finite differences, agreement is expected only up to discretisation and rounding error.

For Hermitian $P=|u\rangle\langle u|$ with $\langle u|u\rangle=1$, the convention $A_j=i\langle u|\partial_ju\rangle$, $\Omega=\partial_xA_y-\partial_yA_x$ gives $\Omega=iF_P$. The factor $i$ is common to all terms, so the weighted sum has the same form for $\Omega$; it matters only when a value of $\Omega$ is compared with a value of $F$.

## Why the mixed terms vanish

Let a prime denote either partial derivative. Differentiating $P^2=P$ gives

$$P'=P'P+PP'.$$

Multiplying by $P$ on both sides and using $P^2=P$ gives $PP'P=PP'P+PP'P$, hence

$$PP'P=0 .$$

The derivative of a projector has no block inside the band. The same holds for $Q$.

The Leibniz rule for the tensor product reads

$$R_x=P_x\otimes Q+P\otimes Q_x,\qquad R_y=P_y\otimes Q+P\otimes Q_y .$$

With $(A\otimes B)(C\otimes D)=AC\otimes BD$ and idempotence, the product expands into four terms:

$$\begin{aligned}
RR_xR_y={}&PP_xP_y\otimes Q+PP_xP\otimes QQ_y\\
&+PP_y\otimes QQ_xQ+P\otimes QQ_xQ_y .
\end{aligned}$$

The second and third terms each contain a vanishing intraband block. Since $\operatorname{tr}(A\otimes B)=\operatorname{tr}A\,\operatorname{tr}B$,

$$\operatorname{tr}(RR_xR_y)=\operatorname{tr}Q\,\operatorname{tr}(PP_xP_y)+\operatorname{tr}P\,\operatorname{tr}(QQ_xQ_y).$$

Exchanging $x$ and $y$ and subtracting gives the curvature identity.

The same weights appear in $\operatorname{tr}(R'R')$ along a path. Expanding the square of $R'=P'\otimes Q+P\otimes Q'$ and taking the trace gives

$$\begin{aligned}
\operatorname{tr}(R'R')={}&\operatorname{tr}Q\,\operatorname{tr}(P'P')+\operatorname{tr}P\,\operatorname{tr}(Q'Q')\\
&+\operatorname{tr}(P'P)\operatorname{tr}(QQ')+\operatorname{tr}(PP')\operatorname{tr}(Q'Q).
\end{aligned}$$

By cyclicity $\operatorname{tr}(P'P)=\operatorname{tr}(P'PP)=\operatorname{tr}(PP'P)=0$, so the second line vanishes. For a Hermitian rank-one projector, $\operatorname{tr}(P'P')$ is twice the usual quantum-metric line element $\langle u'|(1-P)|u'\rangle$.

A spin-½ example fixes the numbers. The normalised spinor $(1,x+iy)/\sqrt{1+x^2+y^2}$ has a projector which at the origin equals $\operatorname{diag}(1,0)$, with partial derivatives $\sigma_x$ and $\sigma_y$. Since $[\sigma_x,\sigma_y]=2i\sigma_z$, its traced curvature there is $2i$. Its tensor square has traced curvature $1\cdot2i+1\cdot2i=4i$.

## The Lean file

```lean
import Mathlib

open Matrix
open scoped Kronecker

namespace TensorProductBands

noncomputable section

variable {m n : Type*} [Fintype m] [Fintype n]

/-- Every entry of the matrix path `A` is differentiable at the parameter `t`. -/
def EntryDiff (A : ℝ → Matrix m m ℂ) (t : ℝ) : Prop :=
  ∀ i j, DifferentiableAt ℝ (fun s => A s i j) t

/-- The entrywise derivative of a matrix path. -/
def entryDeriv (A : ℝ → Matrix m m ℂ) (t : ℝ) : Matrix m m ℂ :=
  Matrix.of fun i j => deriv (fun s => A s i j) t

/-- The traced curvature `trace (P [∂P/∂x, ∂P/∂y])` of a two-parameter family of matrices. -/
def berryTrace (P : ℝ → ℝ → Matrix m m ℂ) (x y : ℝ) : ℂ :=
  trace (P x y *
    (entryDeriv (fun s => P s y) x * entryDeriv (fun s => P x s) y
      - entryDeriv (fun s => P x s) y * entryDeriv (fun s => P s y) x))

/-- The Leibniz rule for the product of two matrix paths. -/
theorem entryDeriv_mul {A B : ℝ → Matrix m m ℂ} {t : ℝ}
    (hA : EntryDiff A t) (hB : EntryDiff B t) :
    entryDeriv (fun s => A s * B s) t = entryDeriv A t * B t + A t * entryDeriv B t := by
  ext i j
  have h : HasDerivAt (fun s => ∑ l, A s i l * B s l j)
      (∑ l, (deriv (fun s => A s i l) t * B t l j
        + A t i l * deriv (fun s => B s l j) t)) t :=
    HasDerivAt.fun_sum fun l _ => (hA i l).hasDerivAt.fun_mul (hB l j).hasDerivAt
  simp only [entryDeriv, Matrix.mul_apply, Matrix.add_apply, Matrix.of_apply]
  rw [h.deriv, Finset.sum_add_distrib]

omit [Fintype m] [Fintype n] in
/-- The Leibniz rule for the tensor product of two matrix paths. -/
theorem entryDeriv_kronecker {A : ℝ → Matrix m m ℂ} {B : ℝ → Matrix n n ℂ} {t : ℝ}
    (hA : EntryDiff A t) (hB : EntryDiff B t) :
    entryDeriv (fun s => A s ⊗ₖ B s) t = entryDeriv A t ⊗ₖ B t + A t ⊗ₖ entryDeriv B t := by
  ext ⟨i, a⟩ ⟨j, b⟩
  exact ((hA i j).hasDerivAt.fun_mul (hB a b).hasDerivAt).deriv

/-- The derivative of a path of projectors has no block inside the band: `P P' P = 0`. -/
theorem intraband_block_zero {P : ℝ → Matrix m m ℂ} {t : ℝ}
    (hP : ∀ s, P s * P s = P s) (hd : EntryDiff P t) :
    P t * entryDeriv P t * P t = 0 := by
  -- differentiate `P² = P`
  have h : entryDeriv P t = entryDeriv P t * P t + P t * entryDeriv P t := by
    have h := entryDeriv_mul hd hd
    simpa only [hP] using h
  -- sandwiching between two projectors gives `X = X + X`
  have e : P t * entryDeriv P t * P t
      = P t * entryDeriv P t * P t + P t * entryDeriv P t * P t :=
    calc P t * entryDeriv P t * P t
        = P t * (entryDeriv P t * P t + P t * entryDeriv P t) * P t := by rw [← h]
      _ = P t * entryDeriv P t * (P t * P t) + (P t * P t) * entryDeriv P t * P t := by
          simp only [Matrix.mul_add, Matrix.add_mul, Matrix.mul_assoc]
      _ = _ := by rw [hP t]
  exact add_left_cancel (e.symm.trans (add_zero _).symm)

/-- For projectors `P`, `Q` and first variations `A`, `C` without intraband block, the trace of `R
(δ₁R) (δ₂R)` with `R = P ⊗ Q` is the sum of those of the factors, each multiplied by the trace of
the other projector. -/
theorem trace_tensor_variation {P A B : Matrix m m ℂ} {Q C D : Matrix n n ℂ}
    (hP : P * P = P) (hQ : Q * Q = Q) (hA : P * A * P = 0) (hC : Q * C * Q = 0) :
    trace ((P ⊗ₖ Q) * (A ⊗ₖ Q + P ⊗ₖ C) * (B ⊗ₖ Q + P ⊗ₖ D))
      = trace Q * trace (P * A * B) + trace P * trace (Q * C * D) := by
  -- the two mixed terms contain an intraband block and drop out
  have h : (P ⊗ₖ Q) * (A ⊗ₖ Q + P ⊗ₖ C) * (B ⊗ₖ Q + P ⊗ₖ D)
      = (P * A * B) ⊗ₖ Q + P ⊗ₖ (Q * C * D) := by
    simp only [Matrix.mul_add, Matrix.add_mul, ← Matrix.mul_kronecker_mul, hP, hQ, hA, hC,
      Matrix.zero_kronecker, Matrix.kronecker_zero, add_zero, zero_add]
  rw [h, Matrix.trace_add, Matrix.trace_kronecker, Matrix.trace_kronecker]
  ring

/-- The traced curvature of a tensor-product band is the sum of the curvatures of the two
factors, each multiplied by the trace of the other projector. -/
theorem berryTrace_tensor {P : ℝ → ℝ → Matrix m m ℂ} {Q : ℝ → ℝ → Matrix n n ℂ}
    (hP : ∀ x y, P x y * P x y = P x y) (hQ : ∀ x y, Q x y * Q x y = Q x y) {x y : ℝ}
    (hPx : EntryDiff (fun s => P s y) x) (hPy : EntryDiff (fun s => P x s) y)
    (hQx : EntryDiff (fun s => Q s y) x) (hQy : EntryDiff (fun s => Q x s) y) :
    berryTrace (fun x y => P x y ⊗ₖ Q x y) x y
      = trace (Q x y) * berryTrace P x y + trace (P x y) * berryTrace Q x y := by
  have hx : entryDeriv (fun s => P s y ⊗ₖ Q s y) x
      = entryDeriv (fun s => P s y) x ⊗ₖ Q x y + P x y ⊗ₖ entryDeriv (fun s => Q s y) x :=
    entryDeriv_kronecker (A := fun s => P s y) (B := fun s => Q s y) hPx hQx
  have hy : entryDeriv (fun s => P x s ⊗ₖ Q x s) y
      = entryDeriv (fun s => P x s) y ⊗ₖ Q x y + P x y ⊗ₖ entryDeriv (fun s => Q x s) y :=
    entryDeriv_kronecker (A := fun s => P x s) (B := fun s => Q x s) hPy hQy
  have a1 := intraband_block_zero (P := fun s => P s y) (fun s => hP s y) hPx
  have a2 := intraband_block_zero (P := fun s => P x s) (fun s => hP x s) hPy
  have b1 := intraband_block_zero (P := fun s => Q s y) (fun s => hQ s y) hQx
  have b2 := intraband_block_zero (P := fun s => Q x s) (fun s => hQ x s) hQy
  simp only [berryTrace, hx, hy, Matrix.mul_sub, Matrix.trace_sub, ← Matrix.mul_assoc]
  -- apply the variation formula to both orderings
  rw [trace_tensor_variation (hP x y) (hQ x y) a1 b1,
    trace_tensor_variation (hP x y) (hQ x y) a2 b2]
  ring

/-- Along a path, the trace of `R' R'` with `R = P ⊗ Q` is the sum of those of the factors, each
multiplied by the trace of the other projector. -/
theorem lineElement_tensor {P : ℝ → Matrix m m ℂ} {Q : ℝ → Matrix n n ℂ} {t : ℝ}
    (hP : ∀ s, P s * P s = P s) (hQ : ∀ s, Q s * Q s = Q s)
    (hPd : EntryDiff P t) (hQd : EntryDiff Q t) :
    trace (entryDeriv (fun s => P s ⊗ₖ Q s) t * entryDeriv (fun s => P s ⊗ₖ Q s) t)
      = trace (Q t) * trace (entryDeriv P t * entryDeriv P t)
        + trace (P t) * trace (entryDeriv Q t * entryDeriv Q t) := by
  -- the trace of `P' P` is that of the vanishing intraband block
  have tp : trace (entryDeriv P t * P t) = 0 :=
    calc trace (entryDeriv P t * P t) = trace (entryDeriv P t * (P t * P t)) := by rw [hP t]
      _ = 0 := by
        rw [← Matrix.mul_assoc, Matrix.trace_mul_comm, ← Matrix.mul_assoc,
          intraband_block_zero hP hPd, Matrix.trace_zero]
  have tq : trace (entryDeriv Q t * Q t) = 0 :=
    calc trace (entryDeriv Q t * Q t) = trace (entryDeriv Q t * (Q t * Q t)) := by rw [hQ t]
      _ = 0 := by
        rw [← Matrix.mul_assoc, Matrix.trace_mul_comm, ← Matrix.mul_assoc,
          intraband_block_zero hQ hQd, Matrix.trace_zero]
  rw [entryDeriv_kronecker hPd hQd]
  simp only [Matrix.mul_add, Matrix.add_mul, ← Matrix.mul_kronecker_mul, Matrix.trace_add,
    Matrix.trace_kronecker, hP t, hQ t]
  linear_combination trace (P t * entryDeriv P t) * tq + trace (Q t * entryDeriv Q t) * tp

/-- The projector onto the spinor `(1, x + iy)`, with `(x, y)` stereographic coordinates on the
Bloch sphere. -/
def blochProjector (x y : ℝ) : Matrix (Fin 2) (Fin 2) ℂ :=
  !![1 / (1 + (x : ℂ) ^ 2 + (y : ℂ) ^ 2),
      ((x : ℂ) - Complex.I * y) / (1 + (x : ℂ) ^ 2 + (y : ℂ) ^ 2);
    ((x : ℂ) + Complex.I * y) / (1 + (x : ℂ) ^ 2 + (y : ℂ) ^ 2),
      ((x : ℂ) ^ 2 + (y : ℂ) ^ 2) / (1 + (x : ℂ) ^ 2 + (y : ℂ) ^ 2)]

/-- The Bloch-sphere projector is Hermitian and idempotent at every point. -/
theorem blochProjector_projector (x y : ℝ) :
    (blochProjector x y)ᴴ = blochProjector x y ∧
      blochProjector x y * blochProjector x y = blochProjector x y := by
  constructor
  · ext i j
    fin_cases i <;> fin_cases j <;>
      simp [blochProjector, Matrix.conjTranspose_apply, sub_eq_add_neg]
  · have hD : (1 + (x : ℂ) ^ 2 + (y : ℂ) ^ 2) ≠ 0 := by
      have h : (1 + x ^ 2 + y ^ 2 : ℝ) ≠ 0 := by positivity
      exact_mod_cast h
    obtain ⟨e, he⟩ : ∃ e : ℂ, e = (1 + (x : ℂ) ^ 2 + (y : ℂ) ^ 2)⁻¹ := ⟨_, rfl⟩
    have hDe : (1 + (x : ℂ) ^ 2 + (y : ℂ) ^ 2) * e = 1 := by
      rw [he]
      exact mul_inv_cancel₀ hD
    have key : ∀ a b c d a' b' c' d' : ℂ, a = a' → b = b' → c = c' → d = d' →
        !![a, b; c, d] = !![a', b'; c', d'] := by
      intros
      subst_vars
      rfl
    simp only [blochProjector, div_eq_mul_inv, ← he, Matrix.mul_fin_two]
    apply key
    · linear_combination e * hDe - (y : ℂ) ^ 2 * e ^ 2 * Complex.I_sq
    · linear_combination ((x : ℂ) - Complex.I * y) * e * hDe
    · linear_combination ((x : ℂ) + Complex.I * y) * e * hDe
    · linear_combination ((x : ℂ) ^ 2 + (y : ℂ) ^ 2) * e * hDe
        - (y : ℂ) ^ 2 * e ^ 2 * Complex.I_sq

/-- The function `(a + b s + c s²) / (1 + s²)` has derivative `b` at the origin. -/
theorem hasDerivAt_stereographic (a b c : ℂ) :
    HasDerivAt (fun s : ℝ => (a + b * (s : ℂ) + c * (s : ℂ) ^ 2) / (1 + (s : ℂ) ^ 2)) b 0 := by
  have hs : HasDerivAt (fun s : ℝ => (s : ℂ)) 1 0 := by
    simpa using (hasDerivAt_id (0 : ℝ)).ofReal_comp
  have hn := ((hs.const_mul b).const_add a).fun_add ((hs.fun_pow 2).const_mul c)
  have hd := (hs.fun_pow 2).const_add (1 : ℂ)
  exact (hn.fun_div hd (by simp)).congr_deriv (by simp)

/-- At the origin the Bloch-sphere projector has both partial derivatives and traced curvature
`2i`, and its tensor square has traced curvature `4i`. -/
theorem blochProjector_witness :
    EntryDiff (fun s => blochProjector s 0) 0 ∧ EntryDiff (fun s => blochProjector 0 s) 0 ∧
      berryTrace blochProjector 0 0 = 2 * Complex.I ∧
      berryTrace (fun x y => blochProjector x y ⊗ₖ blochProjector x y) 0 0
        = 4 * Complex.I := by
  -- the partial derivatives are the first two Pauli matrices
  have hx : ∀ i j, HasDerivAt (fun s => blochProjector s 0 i j)
      ((!![0, 1; 1, 0] : Matrix (Fin 2) (Fin 2) ℂ) i j) 0 := by
    intro i j
    fin_cases i <;> fin_cases j
    · simpa [blochProjector] using hasDerivAt_stereographic 1 0 0
    · simpa [blochProjector] using hasDerivAt_stereographic 0 1 0
    · simpa [blochProjector] using hasDerivAt_stereographic 0 1 0
    · simpa [blochProjector] using hasDerivAt_stereographic 0 0 1
  have hy : ∀ i j, HasDerivAt (fun s => blochProjector 0 s i j)
      ((!![0, -Complex.I; Complex.I, 0] : Matrix (Fin 2) (Fin 2) ℂ) i j) 0 := by
    intro i j
    fin_cases i <;> fin_cases j
    · simpa [blochProjector] using hasDerivAt_stereographic 1 0 0
    · simpa [blochProjector] using hasDerivAt_stereographic 0 (-Complex.I) 0
    · simpa [blochProjector] using hasDerivAt_stereographic 0 Complex.I 0
    · simpa [blochProjector] using hasDerivAt_stereographic 0 0 1
  have dx : EntryDiff (fun s => blochProjector s 0) 0 := fun i j => (hx i j).differentiableAt
  have dy : EntryDiff (fun s => blochProjector 0 s) 0 := fun i j => (hy i j).differentiableAt
  have ex : entryDeriv (fun s => blochProjector s 0) 0 = !![0, 1; 1, 0] := by
    ext i j
    exact (hx i j).deriv
  have ey : entryDeriv (fun s => blochProjector 0 s) 0
      = !![0, -Complex.I; Complex.I, 0] := by
    ext i j
    exact (hy i j).deriv
  have e0 : blochProjector 0 0 = !![1, 0; 0, 0] := by simp [blochProjector]
  have hF : berryTrace blochProjector 0 0 = 2 * Complex.I := by
    rw [berryTrace, ex, ey, e0]
    simp [Matrix.trace_fin_two]
    ring
  have ht : trace (blochProjector 0 0) = 1 := by
    rw [e0]
    simp [Matrix.trace_fin_two]
  refine ⟨dx, dy, hF, ?_⟩
  rw [berryTrace_tensor (fun x y => (blochProjector_projector x y).2)
    (fun x y => (blochProjector_projector x y).2) dx dy dx dy, hF, ht]
  ring

end

end TensorProductBands
```

```lean
#print axioms TensorProductBands.berryTrace_tensor
#print axioms TensorProductBands.lineElement_tensor
```

```
'TensorProductBands.berryTrace_tensor' depends on axioms: [propext, Classical.choice, Quot.sound]
'TensorProductBands.lineElement_tensor' depends on axioms: [propext, Classical.choice, Quot.sound]
```

## How the definitions encode the bands

The index types `m` and `n` label finite bases of the two subsystems, and a band is a function `ℝ → ℝ → Matrix m m ℂ`. The product `⊗ₖ` has pairs of indices for its rows and columns. A code that flattens these pairs may use either order, provided that rows and columns are treated alike, because the trace is unaffected.

`EntryDiff` says that every matrix entry is differentiable at one parameter value, and `entryDeriv` collects the derivatives of the entries. `berryTrace` is $F_P$, with $x$ as the first argument and $y$ as the second, and without a factor $i$.

In `berryTrace_tensor`, the hypotheses `hP` and `hQ` require idempotence at all parameter values. The four differentiability hypotheses concern only the two coordinate lines through the chosen point. `lineElement_tensor` is the corresponding statement for one-parameter paths.

## From the Leibniz rule to the curvature law

`entryDeriv_mul` differentiates the finite sum that defines a matrix product, and `entryDeriv_kronecker` differentiates the single product that defines each Kronecker entry. `intraband_block_zero` then follows the derivation above: it sandwiches the differentiated idempotence relation between two projectors and cancels one copy of the block.

The algebra sits in `trace_tensor_variation`, where `A`, `C` stand for the derivatives with respect to one parameter and `B`, `D` for those with respect to the other. Only `A` and `C` need vanishing intraband blocks, since these are the blocks in the mixed terms. The `simp only` step expands the product, merges Kronecker factors and removes those terms. `berryTrace_tensor` applies the lemma to both orderings of the derivatives, and `ring` collects the difference.

For the line element, `tp` and `tq` are the two vanishing traces, and `linear_combination` uses them to remove the cross terms.

The theorem `blochProjector_projector` checks that the spinor's projector is Hermitian and idempotent everywhere. `hasDerivAt_stereographic` supplies the derivatives of its entries at the origin, and `blochProjector_witness` obtains $2i$ by direct evaluation and $4i$ from the general theorem.

## Exact projectors, uncoupled factors, one point at a time

The theorems concern exact derivatives of exactly idempotent finite matrices. They give no error bound for finite differences, for link-variable formulas, or for projectors that are idempotent only to within a tolerance.

Hermiticity isn't assumed, so the oblique projectors of non-Hermitian models are included. The product form of $R$ is assumed, however. It stands for the absence of coupling between the subsystems, and a band mixed by spin-orbit coupling or interactions generally lacks it. Antisymmetrised states of identical particles are a different construction and aren't treated.

Differentiability is also a hypothesis. For spectral projectors of a smooth Hamiltonian it is secured by a gap around the band, and it can fail where bands touch. The result is pointwise: it contains no integral over a Brillouin zone and no statement about Chern numbers.

A formulation with orthonormal frames of band states, in place of projectors, would make the Berry connection and phases along paths available. It would require a differentiable choice of frame near the point and a proof that the traced curvature doesn't depend on that choice. Projectors are unchanged by a rotation of the states within the band, so the present version needs neither, but it says nothing about the connection itself.
